# Power series of the function g(x) in the long-wavelength RPA plasmon condition, for 0 < x < 1

The lemma concerns the function g(x) = 3[ln((1 + x)/(1 − x))/(2x) − 1]/x². It states that for real x with 0 < x < 1 the series with terms 3x^(2k)/(2k + 3), k = 0, 1, 2, …, converges to g(x), so that g(x) = 1 + 3x²/5 + 3x⁴/7 + ….

The function comes from the random-phase approximation (RPA) for a uniform three-dimensional electron gas with a parabolic band at zero temperature. For wavenumbers q much smaller than the Fermi wavenumber, the plasmon condition is w² = ω_p² g(vq/w), where w is the angular frequency, v the Fermi velocity and ω_p the plasma frequency. This condition is background only: the lemma is about real x, and no dispersion relation is derived.

The attempt takes the known series for ln(1 + x) − ln(1 − x), drops its linear term, multiplies by 3/(2x³), and uses `convert` to match the result with the claim.

The first attempt, which Lean rejects:

```lean
import Mathlib

open Filter Topology Set

namespace RPAPlasmonDispersion

noncomputable section

/-- The function `g` of the ratio `x = v q / w` that enters the plasmon condition. -/
def g (x : ℝ) : ℝ := 3 * (Real.log ((1 + x) / (1 - x)) / (2 * x) - 1) / x ^ 2

/-- Power series of `g` in the ratio `x`, for `0 < x < 1`. -/
theorem hasSum_g {x : ℝ} (h0 : 0 < x) (h1 : x < 1) :
    HasSum (fun k : ℕ => 3 / (2 * (k : ℝ) + 3) * x ^ (2 * k)) (g x) := by
  have h := Real.hasSum_log_sub_log_of_abs_lt_one (abs_lt.mpr ⟨by linarith, h1⟩)
  -- drop the linear term of the logarithm and rescale
  have h' := ((hasSum_nat_add_iff' 1).mpr h).mul_left (3 / (2 * x ^ 3))
  convert h' using 1
  · funext k
    have hk : 2 * (k : ℝ) + 3 ≠ 0 := by positivity
    have e : 2 * ((k + 1 : ℕ) : ℝ) + 1 = 2 * (k : ℝ) + 3 := by push_cast; ring
    have p : x ^ (2 * (k + 1) + 1) = x ^ (2 * k) * x ^ 3 := by ring
    simp only [e, p]
    field_simp
  · have s : ∑ i ∈ Finset.range 1, (2 : ℝ) * (1 / (2 * (i : ℝ) + 1)) * x ^ (2 * i + 1)
        = 2 * x := by simp
    rw [s, g, Real.log_div (by linarith : (0 : ℝ) < 1 + x).ne'
      (by linarith : (0 : ℝ) < 1 - x).ne']
    field_simp <;> ring

end

end RPAPlasmonDispersion
```

Compiling this gives:

```
Main.lean:19:4: error: Tactic `apply` failed: could not unify the conclusion of `@funext`
  ?f = ?g
with the goal
  Real.instAddCommMonoid =
    CommRing.toNonUnitalCommRing.toNonUnitalNonAssocCommRing.toNonUnitalNonAssocSemiring.toAddCommMonoid

Note: The full type of `@funext` is
  ∀ {α : Sort ?u.70} {β : α → Sort ?u.69} {f g : (x : α) → β x}, (∀ (x : α), f x = g x) → f = g

case e'_3
x : ℝ
h0 : 0 < x
h1 : x < 1
h : HasSum (fun k => 2 * (1 / (2 * ↑k + 1)) * x ^ (2 * k + 1)) (Real.log (1 + x) - Real.log (1 - x))
h' :
  HasSum (fun i => 3 / (2 * x ^ 3) * (2 * (1 / (2 * ↑(i + 1) + 1)) * x ^ (2 * (i + 1) + 1)))
    (3 / (2 * x ^ 3) *
      (Real.log (1 + x) - Real.log (1 - x) - ∑ i ∈ Finset.range 1, 2 * (1 / (2 * ↑i + 1)) * x ^ (2 * i + 1)))
⊢ Real.instAddCommMonoid =
    CommRing.toNonUnitalCommRing.toNonUnitalNonAssocCommRing.toNonUnitalNonAssocSemiring.toAddCommMonoid
Main.lean:27:8: error: Tactic `rewrite` failed: Did not find an occurrence of the pattern
  ∑ i ∈ Finset.range 1, 2 * (1 / (2 * ↑i + 1)) * x ^ (2 * i + 1)
in the target expression
  (fun k => 3 / (2 * ↑k + 3) * x ^ (2 * k)) = fun i =>
    3 / (2 * x ^ 3) * (2 * (1 / (2 * ↑(i + 1) + 1)) * x ^ (2 * (i + 1) + 1))

case e'_5
x : ℝ
h0 : 0 < x
h1 : x < 1
h : HasSum (fun k => 2 * (1 / (2 * ↑k + 1)) * x ^ (2 * k + 1)) (Real.log (1 + x) - Real.log (1 - x))
h' :
  HasSum (fun i => 3 / (2 * x ^ 3) * (2 * (1 / (2 * ↑(i + 1) + 1)) * x ^ (2 * (i + 1) + 1)))
    (3 / (2 * x ^ 3) *
      (Real.log (1 + x) - Real.log (1 - x) - ∑ i ∈ Finset.range 1, 2 * (1 / (2 * ↑i + 1)) * x ^ (2 * i + 1)))
s : ∑ i ∈ Finset.range 1, 2 * (1 / (2 * ↑i + 1)) * x ^ (2 * i + 1) = 2 * x
⊢ (fun k => 3 / (2 * ↑k + 3) * x ^ (2 * k)) = fun i =>
    3 / (2 * x ^ 3) * (2 * (1 / (2 * ↑(i + 1) + 1)) * x ^ (2 * (i + 1) + 1))
Main.lean:14:71: error: unsolved goals
case e'_6
x : ℝ
h0 : 0 < x
h1 : x < 1
h : HasSum (fun k => 2 * (1 / (2 * ↑k + 1)) * x ^ (2 * k + 1)) (Real.log (1 + x) - Real.log (1 - x))
h' :
  HasSum (fun i => 3 / (2 * x ^ 3) * (2 * (1 / (2 * ↑(i + 1) + 1)) * x ^ (2 * (i + 1) + 1)))
    (3 / (2 * x ^ 3) *
      (Real.log (1 + x) - Real.log (1 - x) - ∑ i ∈ Finset.range 1, 2 * (1 / (2 * ↑i + 1)) * x ^ (2 * i + 1)))
⊢ g x =
    3 / (2 * x ^ 3) *
      (Real.log (1 + x) - Real.log (1 - x) - ∑ i ∈ Finset.range 1, 2 * (1 / (2 * ↑i + 1)) * x ^ (2 * i + 1))
```

Cause. `convert h' using 1` left three goals, but the proof was written for two. The extra one, which came first, asks that two expressions for the additive structure on the reals be equal. The first bullet met this goal, and `funext` failed because it is not an equation between functions. The second bullet then met the equation between the terms of the series, which does not contain the finite sum that `rw [s]` looks for. The equation for `g x`, meant for that bullet, was left unsolved.

The repair drops `convert` and proves the two intended equations by name, as `terms` and `total`. After rewriting with them, `exact h'` closes the goal, since Lean accepts the two forms of the additive structure as equal by unfolding definitions. The finite sum is now evaluated in `h2`, before the scaling, so that `h'` has the form `total` gives.

In `total`, `generalize` replaces the logarithms by plain variables before `field_simp`, which then finishes the proof alone. The messages do not show whether this was needed, as the original `field_simp` was never reached. Dropping `<;> ring` is tidying, since no goal remains for it.

The repair, with which the file compiles:

```diff
@@ -15,7 +15,12 @@
   have h := Real.hasSum_log_sub_log_of_abs_lt_one (abs_lt.mpr ⟨by linarith, h1⟩)
   -- drop the linear term of the logarithm and rescale
-  have h' := ((hasSum_nat_add_iff' 1).mpr h).mul_left (3 / (2 * x ^ 3))
-  convert h' using 1
-  · funext k
+  have h2 := (hasSum_nat_add_iff' 1).mpr h
+  have s : ∑ i ∈ Finset.range 1, (2 : ℝ) * (1 / (2 * (i : ℝ) + 1)) * x ^ (2 * i + 1)
+      = 2 * x := by simp
+  rw [s] at h2
+  have h' := h2.mul_left (3 / (2 * x ^ 3))
+  have terms : (fun k : ℕ => 3 / (2 * (k : ℝ) + 3) * x ^ (2 * k)) = fun k : ℕ =>
+      3 / (2 * x ^ 3) * (2 * (1 / (2 * ((k + 1 : ℕ) : ℝ) + 1)) * x ^ (2 * (k + 1) + 1)) := by
+    funext k
     have hk : 2 * (k : ℝ) + 3 ≠ 0 := by positivity
     have e : 2 * ((k + 1 : ℕ) : ℝ) + 1 = 2 * (k : ℝ) + 3 := by push_cast; ring
@@ -23,9 +28,12 @@
     simp only [e, p]
     field_simp
-  · have s : ∑ i ∈ Finset.range 1, (2 : ℝ) * (1 / (2 * (i : ℝ) + 1)) * x ^ (2 * i + 1)
-        = 2 * x := by simp
-    rw [s, g, Real.log_div (by linarith : (0 : ℝ) < 1 + x).ne'
+  have total : g x = 3 / (2 * x ^ 3) * (Real.log (1 + x) - Real.log (1 - x) - 2 * x) := by
+    rw [g, Real.log_div (by linarith : (0 : ℝ) < 1 + x).ne'
       (by linarith : (0 : ℝ) < 1 - x).ne']
-    field_simp <;> ring
+    generalize Real.log (1 + x) = A
+    generalize Real.log (1 - x) = B
+    field_simp
+  rw [terms, total]
+  exact h'
 
 end
```
